# Density of states and energy-dependent mass of an isotropic band with k² = 2me(1 + ae)

How many electron states per volume and energy does a nonparabolic band offer? Before this can be answered in Lean, one must choose what is counted and which relation is taken as given. Here the given relation is the dispersion

$$k^2 = 2me(1+ae),$$

and the count is that of two spin states in a sphere of radius $k(e)$. The density of states, written as a closed formula, is then proved to be the energy derivative of that count for $e>0$.

The letter $e$ is the energy above the band edge, not a charge; $m>0$ is the effective mass at the edge, and $\hbar=1$. The constant $a\ge 0$, usually written $\alpha$, measures how far the band departs from a parabola. In the simplest two-band Kane model, where the departure comes from the coupling to the band across the gap, it is the inverse gap. That model derives the dispersion from a Hamiltonian, whereas here it is a definition.

## The wave number and what is counted

```lean
import Mathlib

open Real

namespace KaneDensityOfStates

noncomputable section

/-- Wave number at energy `e` above the band edge, for band-edge mass `m` and
nonparabolicity `a`, in units with `ħ = 1`; meant for `m > 0`, `a ≥ 0`, `e ≥ 0`. -/
def waveNumber (m a e : ℝ) : ℝ := √(2 * m * e * (1 + a * e))
```

`waveNumber m a e` is $k(e)=\sqrt{2me(1+ae)}$, a function of three real numbers. The conditions on $m$, $a$ and $e$ are stated in each theorem that needs them.

```lean
/-- Number of states per volume below energy `e`: two spin states times the volume of the
sphere of radius `k(e)`, divided by `(2π)³`. -/
def stateCount (m a e : ℝ) : ℝ :=
  2 * (4 / 3 * π * waveNumber m a e ^ 3) / (2 * π) ^ 3
```

`stateCount` is $N(e)=2\cdot\frac{4}{3}\pi k^3/(2\pi)^3$. One step towards a real crystal is taken in this definition and not proved: the discrete wave vectors of a finite sample are replaced by a uniform density $1/(2\pi)^3$ per volume.

```lean
/-- The closed formula for the density of states, both spins included, of the band with
`k² = 2me(1 + ae)`; meant for `m > 0`, `a ≥ 0`, `e ≥ 0`. -/
def densityOfStates (m a e : ℝ) : ℝ :=
  (2 * m) ^ (3 / 2 : ℝ) * √(e * (1 + a * e)) * (1 + 2 * a * e) / (2 * π ^ 2)
```

`densityOfStates` is the closed formula

$$g(e)=\frac{(2m)^{3/2}\sqrt{e(1+ae)}\,(1+2ae)}{2\pi^2}.$$

So far nothing connects it to $N$.

```lean
/-- Band energy as a function of the wave number `q`, for `m > 0` and `a ≥ 0`. -/
def bandEnergy (m a q : ℝ) : ℝ := q ^ 2 / (m * (1 + √(1 + 2 * a * q ^ 2 / m)))
```

`bandEnergy` solves the dispersion for the energy at wave number $q$. The quadratic $aE^2+E=q^2/2m$ has the root $E=(s-1)/(2a)$ with $s=\sqrt{1+2aq^2/m}$. Multiplying numerator and denominator by $s+1$ gives $E=q^2/(m(1+s))$, which also holds for $a=0$, where it is $q^2/2m$.

```lean
/-- The state count is `k³ / (3π²)`. -/
theorem stateCount_eq (m a e : ℝ) :
    stateCount m a e = waveNumber m a e ^ 3 / (3 * π ^ 2) := by
  unfold stateCount
  rw [div_eq_div_iff (by positivity) (by positivity)]
  ring
```

The theorem says $N=k^3/(3\pi^2)$, since $\frac{8}{3}\pi/(8\pi^3)=1/(3\pi^2)$. The proof cross-multiplies the two fractions, and `ring` checks the resulting polynomial identity.

## The slope of k(e) and the mass

```lean
/-- Above the band edge, for `m > 0` and `a ≥ 0`, the wave number has the derivative
`dk/de = m (1 + 2ae) / k`. -/
theorem hasDerivAt_waveNumber {m a e : ℝ} (hm : 0 < m) (ha : 0 ≤ a) (he : 0 < e) :
    HasDerivAt (waveNumber m a) (m * (1 + 2 * a * e) / waveNumber m a e) e := by
  have hpos : 0 < 2 * m * e * (1 + a * e) := by positivity
  have hk : waveNumber m a e ≠ 0 := (Real.sqrt_pos.2 hpos).ne'
  have h1 : HasDerivAt (fun x : ℝ => 2 * m * x) (2 * m) e :=
    ((hasDerivAt_id' e).const_mul (2 * m)).congr_deriv (mul_one _)
  have h2 : HasDerivAt (fun x : ℝ => 1 + a * x) a e :=
    (((hasDerivAt_id' e).const_mul a).const_add 1).congr_deriv (mul_one _)
  -- differentiate the square root of the product
  have h := (h1.fun_mul h2).sqrt hpos.ne'
  refine HasDerivAt.congr_deriv h ?_
  show (2 * m * (1 + a * e) + 2 * m * e * a) / (2 * waveNumber m a e) = _
  rw [div_eq_div_iff (mul_ne_zero two_ne_zero hk) hk]
  ring
```

`HasDerivAt f d x` means that $f$ is differentiable at $x$ with derivative $d$. The names `hm`, `ha` and `he` label the hypotheses $m>0$, $a\ge0$ and $e>0$. By hand, the radicand has derivative $2m(1+ae)+2mea=2m(1+2ae)$, so

$$\frac{dk}{de}=\frac{2m(1+2ae)}{2k}=\frac{m(1+2ae)}{k}.$$

In the proof, `h1` and `h2` differentiate the two factors, `fun_mul` is the product rule, and `.sqrt` is the chain rule for the root, which needs the radicand to be nonzero.

```lean
/-- Above the band edge, for `m > 0` and `a ≥ 0`, the product `k dk/de` is the
energy-dependent mass `m (1 + 2ae)`. -/
theorem waveNumber_mul_deriv {m a e : ℝ} (hm : 0 < m) (ha : 0 ≤ a) (he : 0 < e) :
    waveNumber m a e * deriv (waveNumber m a) e = m * (1 + 2 * a * e) := by
  have hk : waveNumber m a e ≠ 0 := (Real.sqrt_pos.2 (by positivity)).ne'
  rw [(hasDerivAt_waveNumber hm ha he).deriv]
  field_simp
```

Multiplying by $k\neq0$ gives $k\,dk/de=m(1+2ae)$. This is the momentum divided by the group velocity, a mass that grows with energy when $a>0$.

The condition $e>0$ cannot be weakened to $e\ge0$ here. For $m=1$, $a=0$, $e=0$ the left side is zero, because $k(0)=0$, while the right side is 1.

## From the count to the density of states

```lean
/-- For `m > 0` the density of states is the energy-dependent mass `m (1 + 2ae)` times the
wave number, divided by `π²`. -/
theorem densityOfStates_eq {m : ℝ} (hm : 0 < m) (a e : ℝ) :
    densityOfStates m a e = m * (1 + 2 * a * e) * waveNumber m a e / π ^ 2 := by
  have h1 : (2 * m) ^ (3 / 2 : ℝ) = 2 * m * √(2 * m) := by
    rw [show (3 / 2 : ℝ) = 1 + 1 / 2 by norm_num, Real.rpow_add (by positivity),
      Real.rpow_one, Real.sqrt_eq_rpow]
  have h2 : waveNumber m a e = √(2 * m) * √(e * (1 + a * e)) := by
    unfold waveNumber
    rw [mul_assoc (2 * m) e, Real.sqrt_mul (show (0 : ℝ) ≤ 2 * m by positivity)]
  unfold densityOfStates
  rw [h1, h2, div_eq_div_iff (by positivity) (by positivity)]
  ring
```

Since $(2m)^{3/2}=2m\sqrt{2m}$ and $\sqrt{2m}\sqrt{e(1+ae)}=k$, the closed formula becomes

$$g(e)=\frac{m(1+2ae)\,k(e)}{\pi^2}.$$

The steps `h1` and `h2` are these two identities.

```lean
/-- Above the band edge, for `m > 0` and `a ≥ 0`, the derivative of the state count with
respect to energy is `(2m)^(3/2) √(e(1 + ae)) (1 + 2ae) / (2π²)`. -/
theorem hasDerivAt_stateCount {m a e : ℝ} (hm : 0 < m) (ha : 0 ≤ a) (he : 0 < e) :
    HasDerivAt (stateCount m a)
      ((2 * m) ^ (3 / 2 : ℝ) * √(e * (1 + a * e)) * (1 + 2 * a * e) / (2 * π ^ 2)) e := by
  have hk : waveNumber m a e ≠ 0 := (Real.sqrt_pos.2 (by positivity)).ne'
  have hf : stateCount m a = fun x => waveNumber m a x ^ 3 / (3 * π ^ 2) :=
    funext (stateCount_eq m a)
  -- one power of `k` cancels against the `1 / k` in `dk/de`
  have key : waveNumber m a e ^ 2 * (m * (1 + 2 * a * e) / waveNumber m a e)
      = waveNumber m a e * (m * (1 + 2 * a * e)) := by
    field_simp
  have h := ((hasDerivAt_waveNumber hm ha he).fun_pow 3).div_const (3 * π ^ 2)
  change HasDerivAt (stateCount m a) (densityOfStates m a e) e
  rw [hf, densityOfStates_eq hm]
  refine h.congr_deriv ?_
  show ((3 : ℕ) : ℝ) * waveNumber m a e ^ 2 * (m * (1 + 2 * a * e) / waveNumber m a e)
    / (3 * π ^ 2) = _
  rw [mul_assoc, key, div_eq_div_iff (by positivity) (by positivity)]
  push_cast
  ring
```

This is the main result. By the chain rule,

$$\frac{dN}{de}=\frac{3k^2}{3\pi^2}\,\frac{dk}{de}=\frac{k^2}{\pi^2}\,\frac{m(1+2ae)}{k}=\frac{m(1+2ae)k}{\pi^2}=g(e).$$

In Lean, `hf` rewrites the count as $k^3/(3\pi^2)$, `fun_pow 3` differentiates the cube, and `key` cancels one power of $k$. The formula is spelled out in the statement, so it can be read without looking up a definition.

For non-interacting electrons in a single band with this dispersion, the carrier concentration is the integral of $g(e)$ times the occupation probability. Since $g$ counts both spin states, scattering that conserves spin has only $g/2$ final states per volume and energy.

```lean
/-- For `m > 0` and `a ≥ 0`, the density of states integrated from the band edge to an
energy `E ≥ 0` gives the state count at `E`. -/
theorem integral_densityOfStates {m a E : ℝ} (hm : 0 < m) (ha : 0 ≤ a) (hE : 0 ≤ E) :
    ∫ e in (0 : ℝ)..E, densityOfStates m a e = stateCount m a E := by
  have hc : Continuous (fun e => stateCount m a e) := by
    unfold stateCount waveNumber
    fun_prop
  have hd : Continuous (fun e => densityOfStates m a e) := by
    unfold densityOfStates
    fun_prop
  have h0 : stateCount m a 0 = 0 := by simp [stateCount, waveNumber]
  have h := intervalIntegral.integral_eq_sub_of_hasDerivAt_of_le hE hc.continuousOn
    (fun x hx => hasDerivAt_stateCount hm ha hx.1) (hd.intervalIntegrable 0 E)
  rw [h0, sub_zero] at h
  exact h
```

Integrating from the band edge gives $\int_0^E g\,de=N(E)-N(0)=N(E)$ for $E\ge0$. The version of the fundamental theorem used here asks for continuity of $N$ on the closed interval (`hc`) but for the derivative only inside it. The edge, where $dk/de$ diverges, therefore causes no difficulty. Continuity of $g$ (`hd`) makes it integrable.

```lean
/-- For `e ≥ 0` the density of states is that of the parabolic band of the same `m`,
multiplied by `√(1 + ae) (1 + 2ae)`. -/
theorem densityOfStates_eq_parabolic (m a : ℝ) {e : ℝ} (he : 0 ≤ e) :
    densityOfStates m a e
      = √(1 + a * e) * (1 + 2 * a * e) * densityOfStates m 0 e := by
  unfold densityOfStates
  rw [Real.sqrt_mul he (1 + a * e)]
  simp only [zero_mul, mul_zero, add_zero, mul_one]
  ring
```

For $e\ge0$ the root splits as $\sqrt{e(1+ae)}=\sqrt e\,\sqrt{1+ae}$. Setting $a=0$ in $g$ leaves the parabolic density $(2m)^{3/2}\sqrt e/(2\pi^2)$, so nonparabolicity multiplies it by $\sqrt{1+ae}\,(1+2ae)$.

## Inverting the dispersion

```lean
/-- For `m > 0`, `a ≥ 0` and `q ≥ 0`, the wave number at the band energy of `q` is `q`. -/
theorem waveNumber_bandEnergy {m a q : ℝ} (hm : 0 < m) (ha : 0 ≤ a) (hq : 0 ≤ q) :
    waveNumber m a (bandEnergy m a q) = q := by
  obtain ⟨s, hs⟩ : ∃ s, s = √(1 + 2 * a * q ^ 2 / m) := ⟨_, rfl⟩
  have hs0 : 0 ≤ s := hs ▸ Real.sqrt_nonneg _
  have hne : m * (1 + s) ≠ 0 := by positivity
  have hsq : m * s ^ 2 = m + 2 * a * q ^ 2 := by
    rw [hs, Real.sq_sqrt (by positivity)]
    field_simp
  have hE : bandEnergy m a q * (m * (1 + s)) = q ^ 2 := by
    unfold bandEnergy
    rw [← hs]
    exact div_mul_cancel₀ _ hne
  -- the root `s` equals `1 + 2aE`
  have haE : a * bandEnergy m a q = (s - 1) / 2 :=
    mul_right_cancel₀ hne (by linear_combination a * hE - hsq / 2)
  unfold waveNumber
  rw [show 2 * m * bandEnergy m a q * (1 + a * bandEnergy m a q) = q ^ 2 by
    linear_combination 2 * m * bandEnergy m a q * haE + hE, Real.sqrt_sq hq]
```

The claim is $k(E(q))=q$ for $q\ge0$. From $s^2-1=2aq^2/m$ one finds

$$aE=\frac{aq^2}{m(1+s)}=\frac{s^2-1}{2(1+s)}=\frac{s-1}{2}.$$

Hence $1+aE=(1+s)/2$ and $2mE(1+aE)=mE(1+s)=q^2$, whose root is $q$. In the proof these are `hsq`, `haE` and `hE`; `linear_combination` verifies an equation as a stated combination of known ones.

```lean
/-- For `m > 0`, `a ≥ 0` and `q > 0`, the group velocity `dE/dq` is
`q / (m (1 + 2aE))`. -/
theorem hasDerivAt_bandEnergy {m a q : ℝ} (hm : 0 < m) (ha : 0 ≤ a) (hq : 0 < q) :
    HasDerivAt (bandEnergy m a) (q / (m * (1 + 2 * a * bandEnergy m a q))) q := by
  have hne : m * (1 + √(1 + 2 * a * q ^ 2 / m)) ≠ 0 := by positivity
  have hc' : ContinuousAt
      (fun x : ℝ => x ^ 2 / (m * (1 + √(1 + 2 * a * x ^ 2 / m)))) q :=
    ContinuousAt.div (by fun_prop) (by fun_prop) hne
  have hc : ContinuousAt (bandEnergy m a) q := hc'
  have hE : 0 < bandEnergy m a q := by
    unfold bandEnergy
    positivity
  have h := hasDerivAt_waveNumber hm ha hE
  rw [waveNumber_bandEnergy hm ha hq.le] at h
  have hd : m * (1 + 2 * a * bandEnergy m a q) / q ≠ 0 := by positivity
  -- derivative of the inverse function
  refine (HasDerivAt.of_local_left_inverse hc h hd ?_).congr_deriv (inv_div _ _)
  filter_upwards [lt_mem_nhds hq] with x hx
  exact waveNumber_bandEnergy hm ha hx.le

end

end KaneDensityOfStates
```

For $q>0$, the derivative of the inverse function gives the group velocity

$$\frac{dE}{dq}=\left(\frac{dk}{de}\right)^{-1}_{e=E(q)}=\frac{q}{m(1+2aE)}.$$

`HasDerivAt.of_local_left_inverse` needs four things: continuity of $E$ at $q$ (`hc`), the derivative of $k$ at $E(q)$ (`h`), the fact that this slope is nonzero (`hd`), and $k(E(x))=x$ for all $x$ near $q$, which the last two lines supply.

## Counting by the band energy

Another model would start from $E(q)$ and define the count as the volume of the set of wave vectors with energy below $e$, times $2/(2\pi)^3$. That this set is a ball of radius $k(e)$ would then need a proof, using that $E$ increases with $q$, and the volume of the ball would enter as a theorem. In the version above, both are part of the definition of `stateCount`.

```lean
#print axioms KaneDensityOfStates.densityOfStates_eq
-- 'KaneDensityOfStates.densityOfStates_eq' depends on axioms: [propext, Classical.choice, Quot.sound]
#print axioms KaneDensityOfStates.integral_densityOfStates
-- 'KaneDensityOfStates.integral_densityOfStates' depends on axioms: [propext, Classical.choice, Quot.sound]
#print axioms KaneDensityOfStates.densityOfStates_eq_parabolic
-- 'KaneDensityOfStates.densityOfStates_eq_parabolic' depends on axioms: [propext, Classical.choice, Quot.sound]
#print axioms KaneDensityOfStates.hasDerivAt_bandEnergy
-- 'KaneDensityOfStates.hasDerivAt_bandEnergy' depends on axioms: [propext, Classical.choice, Quot.sound]
```
